# Odd-parity counts in a three-dimensional inversion-symmetric crystal are integer combinations of atomic ones exactly when their total is divisible by 4 and their face sums are even

Q: I have the inversion eigenvalues of an isolated set of bands at the eight invariant momenta, and I want to know whether localized orbitals could produce them. What goes wrong if I just search for a combination of orbitals that fits?

A: For actual orbitals and a known number of bands, the search is finite. If differences between collections of orbitals are also allowed, the integer coefficients of the sixteen kinds of orbital have no bound given in advance, and a search cut off at an arbitrary size without a fit settles nothing. Four divisibility conditions decide this integer question instead. They concern the number $n_b$ of odd states at each momentum $b$, for non-interacting bands with inversion as the only point symmetry used. If time reversal makes both the states and the orbitals come in Kramers pairs, count each pair once.

```lean
import Mathlib

open Finset

namespace InversionBandRepresentations

variable {d : ℕ}
```

Q: Where does the crystal enter?

A: Through one sign. Measure positions in lattice vectors and put an orbital of parity $e=\pm1$ at $R+a/2$ in every cell $R$, with $a\in\{0,1\}^d$. Inversion about the origin sends the orbital at $R+a/2$ to $e$ times the one at $R'+a/2$, where $R'=-R-a$. The Bloch sum $\sum_R e^{ik\cdot R}|R+a/2\rangle$ therefore becomes
$$e\,e^{-ik\cdot a}\sum_{R'}e^{-ik\cdot R'}|R'+a/2\rangle .$$
At $k=\pi b$ with $b\in\{0,1\}^d$, we have $e^{-ik\cdot R'}=e^{ik\cdot R'}$, so the eigenvalue is $e\chi_a(b)$ with $\chi_a(b)=(-1)^{a\cdot b}$. Lean calls this sign `phase a b`.

```lean
/-- The sign `(-1)^(a·b)` that a Bloch state built from even orbitals at position `a/2` acquires
under inversion at the invariant momentum labelled by `b`. -/
def phase (a b : Fin d → Fin 2) : ℤ := (-1) ^ (∑ i, (a i : ℕ) * (b i : ℕ))
```

Q: So Lean never sees a Bloch state.

A: No. The calculation above is the step from the crystal to the model, and Lean starts from its outcome as a definition. Positions and momenta both have type `Fin d → Fin 2`, and `e : ℤˣ` is an integer unit, hence $\pm1$. The atomic vector $v^{e,a}$ has entry 1 where the eigenvalue is $-1$ and 0 elsewhere.

```lean
/-- The atomic vector of an orbital of parity `e` at position `a/2`: it is 1 at the momenta `b`
where the inversion eigenvalue `e (-1)^(a·b)` is `-1`, and 0 at the others. -/
def oddCount (e : ℤˣ) (a b : Fin d → Fin 2) : ℤ :=
  if (e : ℤ) * phase a b = -1 then 1 else 0
```

Q: What about orbitals away from the points $a/2$?

A: They come in pairs exchanged by inversion, and each pair gives one even and one odd state at every invariant momentum. An even and an odd orbital at the same $a/2$ give the same counts.

Q: And "combination" means what?

A: Two things, kept apart. `atomicLattice d` allows integer coefficients, so it contains differences between collections of orbitals.

```lean
/-- All integer combinations of atomic vectors in `d` dimensions. -/
def atomicLattice (d : ℕ) : AddSubgroup ((Fin d → Fin 2) → ℤ) :=
  AddSubgroup.closure (Set.range fun p : ℤˣ × (Fin d → Fin 2) => oddCount p.1 p.2)
```

`atomicCone d` allows only natural-number coefficients, as for orbitals that are actually present.

```lean
/-- All combinations of atomic vectors with natural-number coefficients: the odd-parity counts
of actual collections of orbitals. -/
def atomicCone (d : ℕ) : AddSubmonoid ((Fin d → Fin 2) → ℤ) :=
  AddSubmonoid.closure (Set.range fun p : ℤˣ × (Fin d → Fin 2) => oddCount p.1 p.2)
```

Q: You record odd states but not the number of bands.

A: An even orbital at the origin has the zero vector. Adding or subtracting such orbitals adjusts the number of bands without changing $n$, so the integer question loses nothing. The cone imposes no band number either.

Q: Then derive the criterion.

A: First, $2v^{e,a}_b=1-e\chi_a(b)$. Lean checks the four choices of sign.

```lean
/-- The odd-parity count of one orbital is `(1 - e (-1)^(a·b)) / 2`, written without division. -/
theorem two_mul_oddCount (e : ℤˣ) (a b : Fin d → Fin 2) :
    2 * oddCount e a b = 1 - e * phase a b := by
  have hp : phase a b = 1 ∨ phase a b = -1 := neg_one_pow_eq_or ℤ _
  rcases hp with h | h <;> rcases Int.units_eq_one_or e with rfl | rfl <;>
    norm_num [oddCount, h]
```

Next, the signs are orthogonal, because the sum over momenta factorises by direction:
$$\sum_b\chi_a(b)\chi_{a'}(b)=\prod_i\sum_{z=0}^{1}(-1)^{(a_i+a'_i)z}=2^d\delta_{a,a'} .$$
A direction in which $a$ and $a'$ differ contributes $1-1=0$. In Lean, `key` is the sum for one direction and `prod_univ_sum` is the factorisation.

```lean
/-- The inversion signs of two different positions are orthogonal over the invariant momenta. -/
theorem phase_orthogonal (a a' : Fin d → Fin 2) :
    ∑ b, phase a b * phase a' b = if a = a' then 2 ^ d else 0 := by
  have key : ∀ x y : Fin 2, ∑ z : Fin 2, ((-1 : ℤ) ^ ((x : ℕ) * (z : ℕ)) *
      (-1) ^ ((y : ℕ) * (z : ℕ))) = if x = y then 2 else 0 := by
    intro x y
    fin_cases x <;> fin_cases y <;> norm_num [Fin.sum_univ_two]
  -- the sum over momenta factorises into one sum per direction
  calc ∑ b, phase a b * phase a' b
      = ∑ b : Fin d → Fin 2, ∏ i, ((-1 : ℤ) ^ ((a i : ℕ) * (b i : ℕ)) *
          (-1) ^ ((a' i : ℕ) * (b i : ℕ))) := by
        refine sum_congr rfl fun b _ => ?_
        simp only [phase, prod_mul_distrib, prod_pow_eq_pow_sum]
    _ = ∏ i, ∑ z : Fin 2, ((-1 : ℤ) ^ ((a i : ℕ) * (z : ℕ)) *
          (-1) ^ ((a' i : ℕ) * (z : ℕ))) := by
        rw [prod_univ_sum, Fintype.piFinset_univ]
    _ = ∏ i, (if a i = a' i then (2 : ℤ) else 0) := prod_congr rfl fun i _ => key _ _
    _ = if a = a' then 2 ^ d else 0 := by
        split_ifs with h
        · subst h
          simp
        · obtain ⟨i, hi⟩ := Function.ne_iff.mp h
          exact prod_eq_zero (mem_univ i) (if_neg hi)
```

Define the Fourier sum $\hat n_a=\sum_b\chi_a(b)n_b$. Since $\chi_a(b)=\chi_b(a)$, exchanging the sums and using orthogonality gives $\sum_a\chi_a(b)\hat n_a=2^dn_b$.

```lean
/-- Fourier inversion: the sums `∑ (-1)^(a·b) n_b` over all positions `a` determine `n`. -/
theorem fourier_inversion (n : (Fin d → Fin 2) → ℤ) (b : Fin d → Fin 2) :
    ∑ a, phase a b * ∑ b', phase a b' * n b' = 2 ^ d * n b := by
  have hc : ∀ x y : Fin d → Fin 2, phase x y = phase y x := fun x y => by
    simp only [phase, mul_comm]
  calc ∑ a, phase a b * ∑ b', phase a b' * n b'
      = ∑ b', (∑ a, phase b a * phase b' a) * n b' := by
        simp_rw [mul_sum, sum_mul]
        rw [sum_comm]
        refine sum_congr rfl fun b' _ => sum_congr rfl fun a _ => ?_
        rw [hc b a, hc b' a]
        ring
    _ = 2 ^ d * n b := by simp [phase_orthogonal]
```

For the atomic vector of an orbital at $a'/2$, the first two results give
$$2\hat v^{e,a'}_a=2^d\delta_{a,0}-e\,2^d\delta_{a,a'} .$$

```lean
/-- The Fourier sums of an atomic vector: only `0` and the position of the orbital contribute. -/
theorem two_mul_fourier_oddCount (a : Fin d → Fin 2) (e : ℤˣ) (a' : Fin d → Fin 2) :
    2 * ∑ b, phase a b * oddCount e a' b =
      (if a = 0 then 2 ^ d else 0) - e * (if a = a' then 2 ^ d else 0) := by
  rw [← phase_orthogonal a 0, ← phase_orthogonal a a', mul_sum, mul_sum, ← sum_sub_distrib]
  refine sum_congr rfl fun b _ => ?_
  have h0 : phase 0 b = 1 := by simp [phase]
  rw [h0]
  linear_combination phase a b * two_mul_oddCount e a' b
```

Q: So $2^d$ divides $2\hat n_a$ for every atomic vector, and hence for every integer combination. Why is that enough?

A: Because the quotients supply the coefficients. Write $2\hat n_a=2^dc_a$ with integers $c_a$. Fourier inversion gives $\sum_a\chi_a(b)c_a=2n_b$, and at $b=0$ this reads $\sum_ac_a=2n_0$. Hence
$$\sum_ac_av^{+,a}_b=\tfrac12\sum_ac_a\bigl(1-\chi_a(b)\bigr)=n_0-n_b .$$
The vector $v^{-,0}$ has every entry 1, so $n=n_0v^{-,0}-\sum_ac_av^{+,a}$. That is `hn` in the proof. The forward direction is `closure_induction`: check the generators, then zero, sums and negatives.

```lean
/-- In any dimension, `n` is an integer combination of atomic vectors if and only if `2^d`
divides twice each Fourier sum of `n`. -/
theorem mem_atomicLattice_iff (n : (Fin d → Fin 2) → ℤ) :
    n ∈ atomicLattice d ↔ ∀ a, (2 : ℤ) ^ d ∣ 2 * ∑ b, phase a b * n b := by
  constructor
  · intro h
    refine AddSubgroup.closure_induction
      (p := fun m _ => ∀ a, (2 : ℤ) ^ d ∣ 2 * ∑ b, phase a b * m b) ?_ ?_ ?_ ?_ h
    · rintro _ ⟨⟨e, a'⟩, rfl⟩ a
      change (2 : ℤ) ^ d ∣ 2 * ∑ b, phase a b * oddCount e a' b
      rw [two_mul_fourier_oddCount]
      refine dvd_sub ?_ (Dvd.dvd.mul_left ?_ _) <;> split_ifs <;> simp
    · intro a
      simp
    · intro x y _ _ hx hy a
      simpa [mul_add, sum_add_distrib] using dvd_add (hx a) (hy a)
    · intro x _ hx a
      simpa [mul_neg, sum_neg_distrib] using hx a
  · intro h
    choose c hc using h
    have hS : ∀ b, ∑ a, phase a b * c a = 2 * n b := by
      intro b
      have h2 : (2 : ℤ) ^ d ≠ 0 := by positivity
      apply mul_left_cancel₀ h2
      calc (2 : ℤ) ^ d * ∑ a, phase a b * c a
          = 2 * ∑ a, phase a b * ∑ b', phase a b' * n b' := by
            rw [mul_sum, mul_sum]
            refine sum_congr rfl fun a _ => ?_
            linear_combination (-phase a b) * hc a
        _ = 2 ^ d * (2 * n b) := by
            rw [fourier_inversion]
            ring
    -- the integers `c a` are, up to sign, the coefficients of the even orbitals
    have hn : n = n 0 • oddCount (-1) 0 - ∑ a, c a • oddCount 1 a := by
      funext b
      have h1 : 2 * ∑ a, c a * oddCount 1 a b = 2 * n 0 - 2 * n b := by
        rw [← hS 0, ← hS b, ← sum_sub_distrib, mul_sum]
        refine sum_congr rfl fun a _ => ?_
        have h0 : phase a 0 = 1 := by simp [phase]
        have h2 := two_mul_oddCount 1 a b
        rw [Units.val_one] at h2
        rw [h0]
        linear_combination c a * h2
      have ho : oddCount (-1) 0 b = 1 := by simp [oddCount, phase]
      simp only [Pi.sub_apply, Pi.smul_apply, Finset.sum_apply, smul_eq_mul]
      rw [ho]
      linarith
    have hm : ∀ e a, oddCount e a ∈ atomicLattice d := fun e a =>
      AddSubgroup.subset_closure ⟨(e, a), rfl⟩
    rw [hn]
    exact sub_mem (zsmul_mem (hm _ _) _) (sum_mem fun a _ => zsmul_mem (hm _ _) _)
```

Q: Where do the faces come from?

A: From reducing the signs modulo 4. For even and odd $m$ alike, $(-1)^m\equiv1-2m$. Let $N=\sum_bn_b$ be the total and $F_i=\sum_{b_i=1}n_b$ the sum over one face. Putting $m=a\cdot b$ and summing over $b$ gives
$$\hat n_a\equiv N-2\sum_ia_iF_i\pmod 4 .$$
In Lean, `hpow` is the congruence for one sign, and `hE` exchanges the sums over directions and momenta.

```lean
/-- Modulo 4, each Fourier sum is the total minus twice the sum of the face sums
over the directions in which `a` is 1. -/
theorem fourier_mod_four (a : Fin d → Fin 2) (n : (Fin d → Fin 2) → ℤ) :
    4 ∣ ∑ b, phase a b * n b -
      (∑ b, n b - 2 * ∑ i, ((a i : ℕ) : ℤ) * ∑ b with b i = 1, n b) := by
  have hpow : ∀ m : ℕ, (4 : ℤ) ∣ (-1) ^ m - (1 - 2 * (m : ℤ)) := by
    intro m
    induction m with
    | zero => simp
    | succ m ih =>
      obtain ⟨k, hk⟩ := ih
      refine ⟨m - k, ?_⟩
      push_cast
      rw [pow_succ]
      linear_combination -hk
  have hF : ∀ i, ∑ b with b i = 1, n b = ∑ b, ((b i : ℕ) : ℤ) * n b := by
    intro i
    rw [sum_filter]
    refine sum_congr rfl fun b _ => ?_
    have hb : b i = 0 ∨ b i = 1 := by omega
    rcases hb with h | h <;> simp [h]
  have hE : ∑ i, ((a i : ℕ) : ℤ) * ∑ b with b i = 1, n b =
      ∑ b, ((∑ i, (a i : ℕ) * (b i : ℕ) : ℕ) : ℤ) * n b := by
    simp_rw [hF, mul_sum]
    rw [sum_comm]
    refine sum_congr rfl fun b _ => ?_
    push_cast
    rw [sum_mul]
    exact sum_congr rfl fun i _ => by ring
  rw [hE, mul_sum, ← sum_sub_distrib, ← sum_sub_distrib]
  refine dvd_sum fun b _ => ?_
  convert (hpow (∑ i, (a i : ℕ) * (b i : ℕ))).mul_right (n b) using 1
  rw [phase]
  ring
```

For $d=3$, the condition $8\mid2\hat n_a$ means $4\mid\hat n_a$. Taking $a=0$ gives $4\mid N$. Taking $a$ with a single 1 in direction $i$, written `Pi.single i 1`, then gives $4\mid2F_i$, so $F_i$ is even. Conversely, these conditions make the right-hand side divisible by 4 for every $a$. The tactic `omega` does this last arithmetic. The directions are $i=0,1,2$, and the theorem holds for any integers $n_b$, negative ones included.

```lean
/-- In three dimensions, odd-parity counts are an integer combination of atomic vectors if and
only if their total is divisible by 4 and their sum over each face `b_i = 1` is even. -/
theorem mem_atomicLattice_three_iff (n : (Fin 3 → Fin 2) → ℤ) :
    n ∈ atomicLattice 3 ↔ 4 ∣ ∑ b, n b ∧ ∀ i, 2 ∣ ∑ b with b i = 1, n b := by
  rw [mem_atomicLattice_iff]
  constructor
  · intro h
    have ht : 4 ∣ ∑ b, n b := by
      have h0 := h 0
      have hp : ∀ b : Fin 3 → Fin 2, phase 0 b = 1 := fun b => by simp [phase]
      simp only [hp, one_mul] at h0
      omega
    refine ⟨ht, fun i => ?_⟩
    -- the position displaced along direction `i` alone isolates one face
    have hs : ∑ j, (((Pi.single i 1 : Fin 3 → Fin 2) j : ℕ) : ℤ) * ∑ b with b j = 1, n b =
        ∑ b with b i = 1, n b := by
      rw [sum_eq_single i]
      · simp
      · intro j _ hj
        simp [Pi.single_eq_of_ne hj]
      · simp
    have h1 := h (Pi.single i 1)
    have h2 := fourier_mod_four (Pi.single i 1) n
    rw [hs] at h2
    omega
  · rintro ⟨ht, hf⟩ a
    have h1 := fourier_mod_four a n
    have h2 : 2 ∣ ∑ i, ((a i : ℕ) : ℤ) * ∑ b with b i = 1, n b :=
      dvd_sum fun i _ => (hf i).mul_left _
    omega
```

Q: If my bands pass, are they atomic?

A: Not necessarily. Passing says that the odd counts match those of a difference between collections of orbitals. It doesn't construct localized orbitals for your bands, and even the counts alone may rule them out. Any actual collection satisfies $2^dn_0\le2N$. To see this, take $a=0$ in the Fourier sum of one orbital at $a'/2$: twice its total is $2^d-e\,2^d\delta_{a',0}$. An even orbital has $v_0=0$ and a total that is not negative. An odd one has $v_0=1$, and twice its total is at least $2^d$. Adding orbitals preserves the inequality.

```lean
/-- For any collection of orbitals, `2^d` times the odd-parity count at `b = 0` is at most twice
the total odd-parity count. -/
theorem atomicCone_bound {n : (Fin d → Fin 2) → ℤ} (h : n ∈ atomicCone d) :
    2 ^ d * n 0 ≤ 2 * ∑ b, n b := by
  refine AddSubmonoid.closure_induction
    (motive := fun m _ => 2 ^ d * m 0 ≤ 2 * ∑ b, m b) ?_ ?_ ?_ h
  · rintro _ ⟨⟨e, a⟩, rfl⟩
    change 2 ^ d * oddCount e a 0 ≤ 2 * ∑ b, oddCount e a b
    have hs := two_mul_fourier_oddCount 0 e a
    have hp : ∀ b : Fin d → Fin 2, phase 0 b = 1 := fun b => by simp [phase]
    simp only [hp, one_mul, ↓reduceIte] at hs
    have h2 : (0 : ℤ) < 2 ^ d := by positivity
    rw [hs]
    rcases Int.units_eq_one_or e with rfl | rfl
    · have h0 : oddCount 1 a 0 = 0 := by simp [oddCount, phase]
      rw [h0, Units.val_one]
      split_ifs <;> linarith
    · have h0 : oddCount (-1) a 0 = 1 := by simp [oddCount, phase]
      rw [h0, Units.val_neg, Units.val_one]
      split_ifs <;> linarith
  · simp
  · intro x y _ _ hx hy
    simp only [Pi.add_apply, sum_add_distrib]
    linarith
```

Q: Give me counts that pass the criterion and break the bound.

A: Four odd states at $b=0$ and none elsewhere, written `Pi.single 0 4`. The total is 4 and every face sum is 0, so these counts lie in the lattice. The bound would require $8\cdot4\le2\cdot4$, so no collection of orbitals has them, whatever the number of bands.

```lean
/-- Four odd states at `b = 0` and none at the other momenta are an integer combination of
atomic vectors in three dimensions, but not one with natural-number coefficients. -/
theorem four_odd_states_at_zero :
    (Pi.single 0 4 : (Fin 3 → Fin 2) → ℤ) ∈ atomicLattice 3 ∧
      (Pi.single 0 4 : (Fin 3 → Fin 2) → ℤ) ∉ atomicCone 3 := by
  have h4 : ∀ b, (4 : ℤ) ∣ (Pi.single 0 4 : (Fin 3 → Fin 2) → ℤ) b := by
    intro b
    rw [Pi.single_apply]
    split_ifs <;> norm_num
  constructor
  · rw [mem_atomicLattice_three_iff]
    exact ⟨dvd_sum fun b _ => h4 b,
      fun i => dvd_sum fun b _ => dvd_trans (by norm_num) (h4 b)⟩
  · intro h
    have hb := atomicCone_bound h
    have hs : ∑ b, (Pi.single 0 4 : (Fin 3 → Fin 2) → ℤ) b = 4 := by
      simp [Pi.single_apply]
    rw [hs, Pi.single_eq_same] at hb
    norm_num at hb

end InversionBandRepresentations
```

```lean
#print axioms InversionBandRepresentations.mem_atomicLattice_three_iff
#print axioms InversionBandRepresentations.four_odd_states_at_zero
```

```
'InversionBandRepresentations.mem_atomicLattice_three_iff' depends on axioms: [propext, Classical.choice, Quot.sound]
'InversionBandRepresentations.four_odd_states_at_zero' depends on axioms: [propext, Classical.choice, Quot.sound]
```
